# For positive energies E₀ < E, an imaginary-time Crank-Nicolson step τ > 0 damps E more strongly than E₀ exactly when τ²EE₀ < 4

**Q:** Let me fix the terms first. H is the Hamiltonian, τ > 0 the imaginary-time step with ħ = 1, and ψₙ the state after n steps. The rule is

(1 + τH/2) ψₙ₊₁ = (1 − τH/2) ψₙ

and a component of energy x should be multiplied at each step by

R(x) = (1 − τx/2) / (1 + τx/2).

We compare two levels 0 < E₀ < E. Does the Lean code use the same R?

**A:** Yes. It is called `cnFactor τ x`, with real τ and x.

```lean
import Mathlib

open Filter Topology

namespace ImaginaryTimeCrankNicolson

noncomputable section

/-- The factor by which one imaginary-time Crank-Nicolson step of length `τ` multiplies
a component of energy `x`. -/
def cnFactor (τ x : ℝ) : ℝ := (1 - τ * x / 2) / (1 + τ * x / 2)
```

**Q:** The exact factor exp(−τx) always favours the lower level. Where does R go wrong?

**A:** For x > 0, R falls from 1 through zero at x = 2/τ and then tends to −1. Its modulus therefore rises again at high energy. To compare the two levels, put a = τE₀/2 and b = τE/2. Then

R(E₀)² − R(E)² = [(1 − a)²(1 + b)² − (1 − b)²(1 + a)²] / [(1 + a)²(1 + b)²].

The numerator is a difference of squares, with

(1 − a)(1 + b) − (1 − b)(1 + a) = 2(b − a)

(1 − a)(1 + b) + (1 − b)(1 + a) = 2(1 − ab).

Their product is 4(b − a)(1 − ab). Inserting a and b gives

R(E₀)² − R(E)² = τ(E − E₀)(4 − τ²EE₀) / [2(1 + a)²(1 + b)²].

The lemma below is this identity with x for E₀ and y for E. It needs only nonzero denominators; Lean clears them and `ring` checks the polynomial identity.

```lean
/-- The difference of two squared damping factors, in factorised form. -/
theorem cnFactor_sq_sub (τ x y : ℝ) (hx : 1 + τ * x / 2 ≠ 0) (hy : 1 + τ * y / 2 ≠ 0) :
    cnFactor τ x ^ 2 - cnFactor τ y ^ 2 =
      τ * (y - x) / (2 * ((1 + τ * x / 2) * (1 + τ * y / 2)) ^ 2) * (4 - τ ^ 2 * y * x) := by
  unfold cnFactor
  rw [div_pow, div_pow, div_sub_div _ _ (pow_ne_zero 2 hx) (pow_ne_zero 2 hy),
    div_mul_eq_mul_div,
    div_eq_div_iff (mul_ne_zero (pow_ne_zero 2 hx) (pow_ne_zero 2 hy))
      (mul_ne_zero two_ne_zero (pow_ne_zero 2 (mul_ne_zero hx hy)))]
  ring
```

**Q:** So the sign of 4 − τ²EE₀ decides everything?

**A:** Yes, because the remaining factor is positive. The next proof calls that factor `K`, uses `sq_lt_sq` to replace moduli by squares, and reads off the sign in each direction. It gives both strict comparisons, so at τ²EE₀ = 4 the two moduli are equal.

```lean
/-- The higher level is damped more strongly than the lower one exactly when
`τ² E E₀ < 4`, and less strongly exactly when `τ² E E₀ > 4`. -/
theorem damping_order_iff {τ E₀ E : ℝ} (hτ : 0 < τ) (h₀ : 0 < E₀) (hE : E₀ < E) :
    (|cnFactor τ E| < |cnFactor τ E₀| ↔ τ ^ 2 * E * E₀ < 4) ∧
      (|cnFactor τ E₀| < |cnFactor τ E| ↔ 4 < τ ^ 2 * E * E₀) := by
  have hE' : 0 < E := h₀.trans hE
  have hd : 0 < E - E₀ := sub_pos.2 hE
  have p₀ : 0 < 1 + τ * E₀ / 2 := by positivity
  have p₁ : 0 < 1 + τ * E / 2 := by positivity
  have h := cnFactor_sq_sub τ E₀ E p₀.ne' p₁.ne'
  have hK : 0 < τ * (E - E₀) / (2 * ((1 + τ * E₀ / 2) * (1 + τ * E / 2)) ^ 2) :=
    div_pos (mul_pos hτ hd) (mul_pos two_pos (pow_pos (mul_pos p₀ p₁) 2))
  -- only the sign of `4 - τ² E E₀` matters
  generalize τ * (E - E₀) / (2 * ((1 + τ * E₀ / 2) * (1 + τ * E / 2)) ^ 2) = K at h hK
  rw [← sq_lt_sq, ← sq_lt_sq]
  refine ⟨⟨fun hl => ?_, fun hl => ?_⟩, ⟨fun hl => ?_, fun hl => ?_⟩⟩
  · have h1 : 0 < K * (4 - τ ^ 2 * E * E₀) := by linarith
    linarith [(mul_pos_iff_of_pos_left hK).1 h1]
  · have h1 := mul_pos hK (sub_pos.2 hl)
    linarith
  · have h1 : 0 < K * (τ ^ 2 * E * E₀ - 4) := by linarith
    linarith [(mul_pos_iff_of_pos_left hK).1 h1]
  · have h1 := mul_pos hK (sub_pos.2 hl)
    linarith
```

**Q:** A real spectrum has more than two levels.

**A:** The largest energy sets the limit. If every x with E₀ < x ≤ Emax is to be damped more strongly than E₀, take x = Emax to get τ²EmaxE₀ < 4. Conversely, τ²xE₀ ≤ τ²EmaxE₀ for every such x. The statement ranges over all real energies in the interval, whether or not they are levels.

```lean
/-- For `0 < E₀ < Emax`, every energy above `E₀` and up to `Emax` is damped more strongly than `E₀`
exactly when `τ² Emax E₀ < 4`. -/
theorem step_limit_iff {τ E₀ Emax : ℝ} (hτ : 0 < τ) (h₀ : 0 < E₀) (hE : E₀ < Emax) :
    (∀ x, E₀ < x → x ≤ Emax → |cnFactor τ x| < |cnFactor τ E₀|) ↔
      τ ^ 2 * Emax * E₀ < 4 := by
  constructor
  · intro h
    exact (damping_order_iff hτ h₀ hE).1.1 (h Emax hE le_rfl)
  · intro h x hx hxm
    have h1 : τ ^ 2 * x * E₀ ≤ τ ^ 2 * Emax * E₀ := by gcongr
    exact (damping_order_iff hτ h₀ hx).1.2 (h1.trans_lt h)
```

**Q:** So far this is algebra about a function. What ties it to states evolving under H?

**A:** First, whenever 1 + τx/2 ≠ 0, which holds for every x > 0, R solves the one-level version of the implicit rule, here written in complex numbers:

R(x)(1 + τx/2) = 1 − τx/2.

```lean
/-- The damping factor solves the implicit Crank-Nicolson equation for one level. -/
theorem cnFactor_mul (τ x : ℝ) (hx : 1 + τ * x / 2 ≠ 0) :
    (cnFactor τ x : ℂ) * (1 + τ * x / 2) = 1 - τ * x / 2 := by
  have h : cnFactor τ x * (1 + τ * x / 2) = 1 - τ * x / 2 := div_mul_cancel₀ _ hx
  exact_mod_cast h
```

The state space `V` is a complex inner product space of any dimension, and H is a linear map on it. `IsCNTrajectory` says that the sequence ψ satisfies the implicit rule at every n, so no inverse of 1 + τH/2 is needed.

```lean
variable {V : Type*} [NormedAddCommGroup V] [InnerProductSpace ℂ V]

/-- A sequence of states obeying the implicit imaginary-time rule
`(1 + τH/2) ψₙ₊₁ = (1 - τH/2) ψₙ`. -/
def IsCNTrajectory (τ : ℝ) (H : V →ₗ[ℂ] V) (ψ : ℕ → V) : Prop :=
  ∀ n, ψ (n + 1) + ((τ : ℂ) / 2) • H (ψ (n + 1)) = ψ n - ((τ : ℂ) / 2) • H (ψ n)
```

**Q:** And the amplitudes?

**A:** Let Hv = xv and cₙ = ⟨v, ψₙ⟩. Symmetry of H and reality of x give ⟨v, Hψₙ⟩ = ⟨Hv, ψₙ⟩ = x cₙ. Projecting the rule on v then yields

(1 + τx/2) cₙ₊₁ = (1 − τx/2) cₙ

and hence cₙ = R(x)ⁿ c₀. Lean proves this by induction: `key` is the symmetry step, and `linear_combination` combines the projected rule with the induction hypothesis.

```lean
/-- After `n` steps the amplitude on an eigenvector of energy `x` is its initial value
times the `n`-th power of the damping factor. -/
theorem amplitude_eq {τ x : ℝ} {H : V →ₗ[ℂ] V} {ψ : ℕ → V} {v : V}
    (hH : H.IsSymmetric) (hψ : IsCNTrajectory τ H ψ) (hv : H v = (x : ℂ) • v)
    (hx : 1 + τ * x / 2 ≠ 0) (n : ℕ) :
    inner ℂ v (ψ n) = (cnFactor τ x : ℂ) ^ n * inner ℂ v (ψ 0) := by
  -- the Hamiltonian acts on the amplitude as the number `x`
  have key : ∀ u, inner ℂ v (H u) = (x : ℂ) * inner ℂ v u := by
    intro u
    rw [← hH v u, hv, inner_smul_left, Complex.conj_ofReal]
  have hc : (1 + (τ : ℂ) * x / 2) ≠ 0 := by exact_mod_cast hx
  induction n with
  | zero => simp
  | succ n ih =>
    have h := congrArg (fun u => inner ℂ v u) (hψ n)
    simp only [inner_add_right, inner_sub_right, inner_smul_right, key] at h
    apply mul_left_cancel₀ hc
    linear_combination h + (1 - (τ : ℂ) * x / 2) * ih
      - (cnFactor τ x : ℂ) ^ n * inner ℂ v (ψ 0) * cnFactor_mul τ x hx
```

**Q:** Both amplitudes may shrink. What does filtering mean here?

**A:** It refers to their ratio. For eigenvectors u and w with energies x and y,

|⟨u, ψₙ⟩| / |⟨w, ψₙ⟩| = (|R(x)| / |R(y)|)ⁿ · |⟨u, ψ₀⟩| / |⟨w, ψ₀⟩|.

If |R(x)| < |R(y)|, this is a geometric sequence tending to zero. The same inequality forces R(y) ≠ 0, so the denominator never vanishes provided that the initial state overlaps with w. The eigenvectors need not be normalised, since their lengths only change a constant prefactor.

```lean
/-- If level `x` has a smaller damping factor in modulus than level `y`, and the initial amplitude
of `y` is nonzero, then the amplitude of `x` vanishes relative to that of `y`, which itself never
becomes zero. -/
theorem amplitude_ratio_tendsto {τ x y : ℝ} {H : V →ₗ[ℂ] V} {ψ : ℕ → V} {u w : V}
    (hH : H.IsSymmetric) (hψ : IsCNTrajectory τ H ψ)
    (hu : H u = (x : ℂ) • u) (hw : H w = (y : ℂ) • w)
    (hx : 1 + τ * x / 2 ≠ 0) (hy : 1 + τ * y / 2 ≠ 0)
    (hlt : |cnFactor τ x| < |cnFactor τ y|) (h0 : inner ℂ w (ψ 0) ≠ 0) :
    (∀ n, inner ℂ w (ψ n) ≠ 0) ∧
      Tendsto (fun n => ‖inner ℂ u (ψ n)‖ / ‖inner ℂ w (ψ n)‖) atTop (𝓝 0) := by
  have hpos : 0 < |cnFactor τ y| := (abs_nonneg _).trans_lt hlt
  have hne : (cnFactor τ y : ℂ) ≠ 0 := by exact_mod_cast abs_pos.1 hpos
  constructor
  · intro n
    rw [amplitude_eq hH hψ hw hy n]
    exact mul_ne_zero (pow_ne_zero n hne) h0
  · -- the ratio is a geometric sequence
    have hg := (tendsto_pow_atTop_nhds_zero_of_lt_one
      (div_nonneg (abs_nonneg (cnFactor τ x)) hpos.le)
      ((div_lt_one hpos).2 hlt)).mul_const (‖inner ℂ u (ψ 0)‖ / ‖inner ℂ w (ψ 0)‖)
    rw [zero_mul] at hg
    refine hg.congr (fun n => ?_)
    rw [amplitude_eq hH hψ hu hx n, amplitude_eq hH hψ hw hy n]
    simp only [norm_mul, norm_pow, Complex.norm_real, Real.norm_eq_abs]
    rw [div_pow, div_mul_div_comm]
```

**Q:** Then the physical claim is this lemma plus the threshold?

**A:** Exactly. Let v₀ and v be eigenvectors of energies E₀ and E. Below the threshold, the amplitude on v dies out relative to the amplitude on v₀, if the start overlaps with v₀.

```lean
/-- For `τ² E E₀ < 4` and an initial state that overlaps with `v₀`, the amplitude of the higher
level `E` vanishes relative to that of the lower level `E₀`. -/
theorem filters_to_lower {τ E₀ E : ℝ} {H : V →ₗ[ℂ] V} {ψ : ℕ → V} {v₀ v : V}
    (hτ : 0 < τ) (h₀ : 0 < E₀) (hE : E₀ < E) (hH : H.IsSymmetric)
    (hψ : IsCNTrajectory τ H ψ) (hv₀ : H v₀ = (E₀ : ℂ) • v₀) (hv : H v = (E : ℂ) • v)
    (hstep : τ ^ 2 * E * E₀ < 4) (hov : inner ℂ v₀ (ψ 0) ≠ 0) :
    (∀ n, inner ℂ v₀ (ψ n) ≠ 0) ∧
      Tendsto (fun n => ‖inner ℂ v (ψ n)‖ / ‖inner ℂ v₀ (ψ n)‖) atTop (𝓝 0) := by
  have hE' : 0 < E := h₀.trans hE
  exact amplitude_ratio_tendsto hH hψ hv hv₀ (by positivity) (by positivity)
    ((damping_order_iff hτ h₀ hE).1.2 hstep) hov
```

Above it the roles are exchanged, and the overlap required is with the higher level.

```lean
/-- For `τ² E E₀ > 4` and an initial state that overlaps with `v`, the amplitude of the lower level
`E₀` vanishes relative to that of the higher level `E`. -/
theorem filters_to_higher {τ E₀ E : ℝ} {H : V →ₗ[ℂ] V} {ψ : ℕ → V} {v₀ v : V}
    (hτ : 0 < τ) (h₀ : 0 < E₀) (hE : E₀ < E) (hH : H.IsSymmetric)
    (hψ : IsCNTrajectory τ H ψ) (hv₀ : H v₀ = (E₀ : ℂ) • v₀) (hv : H v = (E : ℂ) • v)
    (hstep : 4 < τ ^ 2 * E * E₀) (hov : inner ℂ v (ψ 0) ≠ 0) :
    (∀ n, inner ℂ v (ψ n) ≠ 0) ∧
      Tendsto (fun n => ‖inner ℂ v₀ (ψ n)‖ / ‖inner ℂ v (ψ n)‖) atTop (𝓝 0) := by
  have hE' : 0 < E := h₀.trans hE
  exact amplitude_ratio_tendsto hH hψ hv₀ hv (by positivity) (by positivity)
    ((damping_order_iff hτ h₀ hE).2.2 hstep) hov
```

**Q:** Could those hypotheses be empty?

**A:** No. Take H diagonal with positive energies a and b (now energies, not the abbreviations above).

```lean
/-- The diagonal two-level Hamiltonian with energies `a` and `b`. -/
def twoLevel (a b : ℝ) : EuclideanSpace ℂ (Fin 2) →ₗ[ℂ] EuclideanSpace ℂ (Fin 2) where
  toFun ψ := !₂[(a : ℂ) * ψ 0, (b : ℂ) * ψ 1]
  map_add' x y := by ext i; fin_cases i <;> simp [mul_add]
  map_smul' c x := by ext i; fin_cases i <;> simp [mul_left_comm]
```

The vectors (R(a)ⁿ, R(b)ⁿ) form a trajectory starting from (1, 1), which when normalised has overlap 1/√2 with each basis state. The proof checks symmetry, the eigenvector equations, the rule and the overlaps component by component.

```lean
/-- The two-level Hamiltonian is symmetric, the basis vectors are eigenvectors, and the
powers of the damping factors form a trajectory that overlaps with both at the start. -/
theorem twoLevel_witness {τ a b : ℝ} (hτ : 0 < τ) (ha : 0 < a) (hb : 0 < b) :
    (twoLevel a b).IsSymmetric ∧
      twoLevel a b !₂[1, 0] = (a : ℂ) • !₂[1, 0] ∧
      twoLevel a b !₂[0, 1] = (b : ℂ) • !₂[0, 1] ∧
      IsCNTrajectory τ (twoLevel a b)
        (fun n => !₂[(cnFactor τ a : ℂ) ^ n, (cnFactor τ b : ℂ) ^ n]) ∧
      inner ℂ (!₂[1, 0] : EuclideanSpace ℂ (Fin 2))
        !₂[(cnFactor τ a : ℂ) ^ 0, (cnFactor τ b : ℂ) ^ 0] ≠ 0 ∧
      inner ℂ (!₂[0, 1] : EuclideanSpace ℂ (Fin 2))
        !₂[(cnFactor τ a : ℂ) ^ 0, (cnFactor τ b : ℂ) ^ 0] ≠ 0 := by
  have h1 := cnFactor_mul τ a (by positivity)
  have h2 := cnFactor_mul τ b (by positivity)
  refine ⟨?_, ?_, ?_, ?_, ?_, ?_⟩
  · intro x y
    simp [twoLevel, PiLp.inner_apply, Fin.sum_univ_two]
    ring
  · ext i; fin_cases i <;> simp [twoLevel]
  · ext i; fin_cases i <;> simp [twoLevel]
  · intro n
    ext i
    fin_cases i
    · simp [twoLevel]
      linear_combination (cnFactor τ a : ℂ) ^ n * h1
    · simp [twoLevel]
      linear_combination (cnFactor τ b : ℂ) ^ n * h2
  · simp [PiLp.inner_apply, Fin.sum_univ_two]
  · simp [PiLp.inner_apply, Fin.sum_univ_two]

end

end ImaginaryTimeCrankNicolson
```

```lean
#print axioms ImaginaryTimeCrankNicolson.step_limit_iff
#print axioms ImaginaryTimeCrankNicolson.filters_to_lower
#print axioms ImaginaryTimeCrankNicolson.filters_to_higher
```

```
'ImaginaryTimeCrankNicolson.step_limit_iff' depends on axioms: [propext, Classical.choice, Quot.sound]
'ImaginaryTimeCrankNicolson.filters_to_lower' depends on axioms: [propext, Classical.choice, Quot.sound]
'ImaginaryTimeCrankNicolson.filters_to_higher' depends on axioms: [propext, Classical.choice, Quot.sound]
```

**Q:** Give me numbers.

**A:** Take E₀ = 1 and E = 9. With τ = 1, τ²EE₀ = 9 and

R(1) = 0.5/1.5 = 1/3, R(9) = −3.5/5.5 = −7/11.

The ground amplitude loses ground by a factor 11/21 ≈ 0.52 per step. With τ = 0.5, τ²EE₀ = 2.25 and

R(1) = 0.75/1.25 = 3/5, R(9) = −1.25/3.25 = −5/13.

Now the excited amplitude shrinks relative to the ground amplitude by 25/39 ≈ 0.64 per step.

**Q:** Where would I meet this in a code?

**A:** In a ground-state search that uses this rule with a fixed linear Hamiltonian and a fixed step, the loop forms ψ − (τ/2)Hψ, solves a linear system with matrix 1 + τH/2, and normalises. Normalisation multiplies all amplitudes by the same number, so the ratios are unaffected. With E₀ > 0 the lowest and Emax the highest eigenvalue of the matrix H, the step to respect is

τ < 2/√(Emax E₀).

On a finite-difference grid, refinement raises the largest kinetic energy, so a step that worked on a coarse grid can fail on a finer one.

**Q:** What is left uncovered?

**A:** The threshold theorems assume positive energies (the factorised identity itself needs only nonzero denominators), which is a condition on where the zero of energy is placed: shifting H changes the product EE₀ and so the limit on τ. H must be defined on all of `V`, as a matrix is; an unbounded operator with a smaller domain is not treated. Nor are state-dependent Hamiltonians, rounding errors or inexact linear solves. The limits compare two amplitudes at a time and do not state convergence of the whole normalised state.
